# In the relaxation-time Debye model, Rayleigh scattering alone gives infinite thermal conductivity

A thermal-conductivity calculation whose only phonon scattering is Rayleigh scattering returns a finite number on a frequency grid that avoids zero, but that number grows without limit as the grid is refined towards zero frequency. The integral being approximated is infinite, and any positive constant boundary rate makes it finite.

```lean
import Mathlib

open MeasureTheory Set Filter Topology

namespace RayleighPhononConductivity

noncomputable section

/-- Spectral weight `x⁴ eˣ / (eˣ - 1)²` of heat-carrying Debye phonons at reduced frequency
`x = ℏω / k_B T`, for `x ≠ 0`. -/
def heatWeight (x : ℝ) : ℝ := x ^ 4 * Real.exp x / (Real.exp x - 1) ^ 2

/-- Total scattering rate: Rayleigh scattering `a x⁴` plus a constant boundary rate `b`. -/
def scatteringRate (a b x : ℝ) : ℝ := a * x ^ 4 + b

/-- Thermal conductivity, up to a constant prefactor, of phonons with reduced frequencies in
`(0, X)`, for `a, b > 0`. -/
def conductivity (a b X : ℝ) : ℝ :=
  ∫ x in Ioo 0 X, heatWeight x / scatteringRate a b x

/-- The spectral weight is nowhere negative. -/
theorem heatWeight_nonneg (x : ℝ) : 0 ≤ heatWeight x := by
  unfold heatWeight
  positivity

/-- For `x > 0` the spectral weight is at most its classical form `x²`. -/
theorem heatWeight_le {x : ℝ} (hx : 0 < x) : heatWeight x ≤ x ^ 2 := by
  have hpos : 0 < Real.exp x - 1 := by linarith [Real.add_one_le_exp x]
  have hs : x / 2 ≤ Real.sinh (x / 2) := Real.self_le_sinh_iff.2 (by linarith)
  rw [Real.sinh_eq] at hs
  have hst : Real.exp (x / 2) * Real.exp (-(x / 2)) = 1 := by
    rw [← Real.exp_add, add_neg_cancel, Real.exp_zero]
  have hss : Real.exp (x / 2) * Real.exp (x / 2) = Real.exp x := by
    rw [← Real.exp_add, add_halves]
  -- `x e^{x/2} ≤ eˣ - 1` is the inequality `y ≤ sinh y`
  have h1 : x * Real.exp (x / 2) ≤ Real.exp x - 1 := by
    have h := mul_le_mul_of_nonneg_right hs (Real.exp_pos (x / 2)).le
    linarith
  have h2 := pow_le_pow_left₀ (by positivity) h1 2
  unfold heatWeight
  rw [div_le_iff₀ (by positivity)]
  calc x ^ 4 * Real.exp x = x ^ 2 * (x * Real.exp (x / 2)) ^ 2 := by rw [← hss]; ring
    _ ≤ x ^ 2 * (Real.exp x - 1) ^ 2 := mul_le_mul_of_nonneg_left h2 (by positivity)

/-- For `x > 0` the spectral weight is at least `x² e⁻ˣ`. -/
theorem le_heatWeight {x : ℝ} (hx : 0 < x) : x ^ 2 * Real.exp (-x) ≤ heatWeight x := by
  have hpos : 0 < Real.exp x - 1 := by linarith [Real.add_one_le_exp x]
  have he : Real.exp (-x) * Real.exp x = 1 := by
    rw [← Real.exp_add, neg_add_cancel, Real.exp_zero]
  have h1 : Real.exp x - 1 ≤ x * Real.exp x := by
    have h := mul_le_mul_of_nonneg_right (Real.add_one_le_exp (-x)) (Real.exp_pos x).le
    linarith
  have h2 := pow_le_pow_left₀ hpos.le h1 2
  unfold heatWeight
  rw [le_div_iff₀ (by positivity)]
  calc x ^ 2 * Real.exp (-x) * (Real.exp x - 1) ^ 2
      ≤ x ^ 2 * Real.exp (-x) * (x * Real.exp x) ^ 2 :=
        mul_le_mul_of_nonneg_left h2 (by positivity)
    _ = x ^ 4 * Real.exp x * (Real.exp (-x) * Real.exp x) := by ring
    _ = x ^ 4 * Real.exp x := by rw [he, mul_one]

/-- With a positive boundary rate the conductivity integrand is integrable. -/
theorem integrable_of_boundary {a b : ℝ} (ha : 0 ≤ a) (hb : 0 < b) (X : ℝ) :
    IntegrableOn (fun x => heatWeight x / scatteringRate a b x) (Ioo 0 X) := by
  have hc : Continuous fun x : ℝ => x ^ 2 / b := by fun_prop
  have hg : IntegrableOn (fun x : ℝ => x ^ 2 / b) (Ioo 0 X) :=
    hc.integrableOn_Icc.mono_set Ioo_subset_Icc_self
  have hm : Measurable fun x => heatWeight x / scatteringRate a b x := by
    unfold heatWeight scatteringRate
    fun_prop
  refine Integrable.mono' hg hm.aestronglyMeasurable ?_
  refine (ae_restrict_iff' measurableSet_Ioo).2 (ae_of_all _ fun x hx => ?_)
  have hr : b ≤ scatteringRate a b x := by
    have : 0 ≤ a * x ^ 4 := by positivity
    unfold scatteringRate
    linarith
  rw [Real.norm_of_nonneg (div_nonneg (heatWeight_nonneg x) (hb.le.trans hr))]
  exact div_le_div₀ (by positivity) (heatWeight_le hx.1) hb hr

/-- Raising the boundary rate from `b` to `b'` does not raise the conductivity, provided the
integrand at `b` is integrable. -/
theorem conductivity_anti {a b b' X : ℝ} (ha : 0 < a) (hb : 0 ≤ b) (hbb : b < b')
    (hint : IntegrableOn (fun x => heatWeight x / scatteringRate a b x) (Ioo 0 X)) :
    conductivity a b' X ≤ conductivity a b X := by
  refine setIntegral_mono_on (integrable_of_boundary ha.le (hb.trans_lt hbb) X) hint
    measurableSet_Ioo fun x hx => ?_
  have hx0 : 0 < x := hx.1
  have hp : 0 < a * x ^ 4 := by positivity
  refine div_le_div₀ (heatWeight_nonneg x) le_rfl ?_ ?_ <;> unfold scatteringRate <;> linarith

/-- If boundary and Rayleigh rates agree at reduced frequency `δ ≤ X`, the conductivity is at
least `e^{-δ} / (6 a δ)`. -/
theorem le_conductivity {a δ X : ℝ} (ha : 0 < a) (hδ : 0 < δ) (hX : δ ≤ X) :
    Real.exp (-δ) / (6 * a * δ) ≤ conductivity a (a * δ ^ 4) X := by
  have hI := integrable_of_boundary ha.le (show 0 < a * δ ^ 4 by positivity) X
  have hc : Continuous fun x : ℝ => Real.exp (-δ) / (2 * a * δ ^ 4) * x ^ 2 := by fun_prop
  have hsq : ∫ x in (0 : ℝ)..δ, x ^ 2 = δ ^ 3 / 3 := by
    rw [integral_pow]
    norm_num
  calc Real.exp (-δ) / (6 * a * δ)
      = ∫ x in Ioo 0 δ, Real.exp (-δ) / (2 * a * δ ^ 4) * x ^ 2 := by
        rw [← integral_Ioc_eq_integral_Ioo, ← intervalIntegral.integral_of_le hδ.le,
          intervalIntegral.integral_const_mul, hsq, div_mul_div_comm,
          div_eq_div_iff (by positivity) (by positivity)]
        ring
    _ ≤ ∫ x in Ioo 0 δ, heatWeight x / scatteringRate a (a * δ ^ 4) x := by
        refine setIntegral_mono_on (hc.integrableOn_Icc.mono_set Ioo_subset_Icc_self)
          (hI.mono_set (Ioo_subset_Ioo_right hX)) measurableSet_Ioo fun x hx => ?_
        have hx0 : 0 < x := hx.1
        have he : Real.exp (-δ) ≤ Real.exp (-x) := Real.exp_le_exp.2 (by linarith [hx.2])
        have h4 := mul_le_mul_of_nonneg_left (pow_le_pow_left₀ hx0.le hx.2.le 4) ha.le
        rw [div_mul_eq_mul_div, mul_comm (Real.exp (-δ))]
        refine div_le_div₀ (heatWeight_nonneg x) ?_ ?_ ?_
        · exact (mul_le_mul_of_nonneg_left he (by positivity)).trans (le_heatWeight hx0)
        · unfold scatteringRate
          positivity
        · unfold scatteringRate
          linarith
    _ ≤ conductivity a (a * δ ^ 4) X := by
        refine setIntegral_mono_set hI (ae_of_all _ fun x => ?_)
          (LE.le.eventuallyLE (Ioo_subset_Ioo_right hX))
        refine div_nonneg (heatWeight_nonneg x) ?_
        unfold scatteringRate
        positivity

/-- If boundary and Rayleigh rates agree at reduced frequency `δ`, the conductivity is at most
`3 / (a δ)`, whatever the cutoff `X`. -/
theorem conductivity_le {a δ X : ℝ} (ha : 0 < a) (hδ : 0 < δ) (hX : 0 < X) :
    conductivity a (a * δ ^ 4) X ≤ 3 / (a * δ) := by
  have hne : ∀ x ∈ Icc 0 X, x + δ ≠ 0 := fun x hx => by linarith [hx.1] |> ne_of_gt
  have hc : ContinuousOn (fun x : ℝ => 3 / a / (x + δ) ^ 2) (Icc 0 X) :=
    ContinuousOn.div continuousOn_const (by fun_prop) fun x hx => pow_ne_zero 2 (hne x hx)
  have hF : ∀ x ∈ uIcc 0 X,
      HasDerivAt (fun y : ℝ => -(3 / a) * (y + δ)⁻¹) (3 / a / (x + δ) ^ 2) x := by
    intro x hx
    rw [uIcc_of_le hX.le] at hx
    exact ((((hasDerivAt_id' x).add_const δ).inv (hne x hx)).const_mul (-(3 / a))).congr_deriv
      (by ring)
  calc conductivity a (a * δ ^ 4) X ≤ ∫ x in Ioo 0 X, 3 / a / (x + δ) ^ 2 := by
        refine setIntegral_mono_on (integrable_of_boundary ha.le (by positivity) X)
          (hc.integrableOn_Icc.mono_set Ioo_subset_Icc_self) measurableSet_Ioo fun x hx => ?_
        have hx0 : 0 < x := hx.1
        have key : x ^ 2 * (x + δ) ^ 2 ≤ 3 * (x ^ 4 + δ ^ 4) := by
          nlinarith [sq_nonneg (x ^ 2 - x * δ / 2 - 3 / 4 * δ ^ 2),
            sq_nonneg (δ * (x - δ / 2)), sq_nonneg (δ ^ 2)]
        have hk := mul_le_mul_of_nonneg_left key ha.le
        unfold scatteringRate
        rw [div_div, div_le_div_iff₀ (by positivity) (by positivity)]
        have hw := mul_le_mul_of_nonneg_right (heatWeight_le hx0)
          (show 0 ≤ a * (x + δ) ^ 2 by positivity)
        linarith
    _ = -(3 / a) * (X + δ)⁻¹ - -(3 / a) * (0 + δ)⁻¹ := by
        rw [← integral_Ioc_eq_integral_Ioo, ← intervalIntegral.integral_of_le hX.le]
        exact intervalIntegral.integral_eq_sub_of_hasDerivAt hF
          (hc.intervalIntegrable_of_Icc hX.le)
    _ ≤ 3 / (a * δ) := by
        have h1 : 0 ≤ 3 / a * (X + δ)⁻¹ := by positivity
        rw [zero_add, ← div_div, div_eq_mul_inv (3 / a) δ]
        linarith

/-- With Rayleigh scattering alone the conductivity integrand is not integrable; any boundary
rate `b > 0` makes it integrable, and the conductivity tends to infinity as `b → 0⁺`. -/
theorem rayleigh_divergence {a X : ℝ} (ha : 0 < a) (hX : 0 < X) :
    ¬ IntegrableOn (fun x => heatWeight x / scatteringRate a 0 x) (Ioo 0 X) ∧
    (∀ b, 0 < b → IntegrableOn (fun x => heatWeight x / scatteringRate a b x) (Ioo 0 X)) ∧
    Tendsto (fun b => conductivity a b X) (𝓝[>] 0) atTop := by
  have hlim : Tendsto (fun b => conductivity a b X) (𝓝[>] 0) atTop := by
    refine tendsto_atTop.2 fun K => ?_
    -- a crossover frequency low enough for the lower bound to exceed `K`
    obtain ⟨δ, hδ, hδX, hδK⟩ : ∃ δ : ℝ, 0 < δ ∧ δ ≤ X ∧
        δ ≤ Real.exp (-X) / (6 * a * (|K| + 1)) :=
      ⟨min X (Real.exp (-X) / (6 * a * (|K| + 1))), lt_min hX (by positivity),
        min_le_left _ _, min_le_right _ _⟩
    have hK : K ≤ Real.exp (-δ) / (6 * a * δ) := by
      rw [le_div_iff₀ (by positivity)] at hδK ⊢
      have h1 : Real.exp (-X) ≤ Real.exp (-δ) := Real.exp_le_exp.2 (by linarith)
      have h2 : K * (6 * a * δ) ≤ (|K| + 1) * (6 * a * δ) :=
        mul_le_mul_of_nonneg_right (by linarith [le_abs_self K]) (by positivity)
      linarith
    filter_upwards [Ioo_mem_nhdsGT (show 0 < a * δ ^ 4 by positivity)] with b hb
    exact (hK.trans (le_conductivity ha hδ hδX)).trans
      (conductivity_anti ha hb.1.le hb.2 (integrable_of_boundary ha.le hb.1 X))
  refine ⟨fun hint => ?_, fun b hb => integrable_of_boundary ha.le hb X, hlim⟩
  -- a finite Rayleigh integral would bound the conductivity for every `b > 0`
  obtain ⟨b, hb, hb0⟩ :=
    ((hlim.eventually_gt_atTop (conductivity a 0 X)).and self_mem_nhdsWithin).exists
  exact not_lt_of_ge (conductivity_anti ha le_rfl hb0 hint) hb

end

end RayleighPhononConductivity
```

```lean
#print axioms RayleighPhononConductivity.conductivity_le
-- 'RayleighPhononConductivity.conductivity_le' depends on axioms: [propext, Classical.choice, Quot.sound]
#print axioms RayleighPhononConductivity.rayleigh_divergence
-- 'RayleighPhononConductivity.rayleigh_divergence' depends on axioms: [propext, Classical.choice, Quot.sound]
```

## The conductivity integral and its two scattering rates

In an isotropic Debye solid with a single sound speed $v$, the number of phonon modes per unit frequency grows as $\omega^2$. At temperature $T$, write $x = \hbar\omega/k_BT$ for the reduced frequency. The heat capacity of one mode is proportional to $x^2e^x/(e^x-1)^2$. The product of the two gives the spectral weight

$$h(x) = \frac{x^4 e^x}{(e^x-1)^2},$$

which is `heatWeight`. In the relaxation-time approximation each frequency contributes its weight times its lifetime, and the lifetime is the inverse of the total scattering rate. With two independent mechanisms the rates add:

$$\kappa \propto I(b) = \int_0^X \frac{h(x)}{a x^4 + b}\,dx .$$

The term $ax^4$ is Rayleigh scattering from point defects, which are small compared with the phonon wavelength. The constant $b$ stands for scattering at the sample surface: a phonon crosses a sample of size $L$ in a time of order $L/v$, so $b$ is of order $v/L$ at every frequency. The cutoff $X$ is the Debye temperature divided by $T$. In Lean the denominator is `scatteringRate a b x`, and $I(b)$ is `conductivity a b X`, a Lebesgue integral over the open interval `Ioo 0 X`.

The final theorem, `rayleigh_divergence`, assumes $a > 0$ and $X > 0$ and states three things:

- For $b = 0$ the integrand is not integrable on $(0,X)$. Since it is non-negative, this means that its integral is infinite.
- For every $b > 0$ the integrand is integrable.
- $I(b)$ tends to infinity (`atTop`) as $b$ tends to zero from above (`𝓝[>] 0`).

The first statement is about integrability and not about the value of `conductivity a 0 X`, because Lean assigns the value 0 to the integral of a non-integrable function.

The temperature is fixed throughout, so $a$, which contains a factor $T^4$ when written in terms of $x$, is a constant. The model has no phonon–phonon scattering and no correction for momentum-conserving collisions. The form of both rates is assumed, not derived from a microscopic Hamiltonian.

## Two bounds on the spectral weight

Everything rests on the fact that $h(x)$ behaves as $x^2$ at low frequency. For $x > 0$,

$$x^2e^{-x} \le h(x) \le x^2 .$$

For the upper bound, use $\sinh y \ge y$ at $y = x/2$:

$$e^x - 1 = 2e^{x/2}\sinh(x/2) \ge x e^{x/2}.$$

Squaring gives $(e^x-1)^2 \ge x^2e^x$, and hence $h(x) \le x^2$. For the lower bound, multiply $1 - x \le e^{-x}$ by $e^x$ to get $e^x - 1 \le xe^x$. Squaring gives $(e^x-1)^2 \le x^2e^{2x}$, and hence $h(x) \ge x^2e^{-x}$.

These are `heatWeight_le` and `le_heatWeight`. In both proofs `h1` is the inequality before squaring and `h2` the one after it. A rewrite with `div_le_iff₀` or `le_div_iff₀` clears the denominator, and the closing `calc` proves the resulting inequality.

The divergence is already visible here: with $b = 0$ the integrand is at least $e^{-X}/(ax^2)$ on $(0,X)$, and $1/x^2$ is not integrable at zero. Towards zero frequency the spectral weight falls as $x^2$, but the Rayleigh lifetime grows as $x^{-4}$, and their product $x^{-2}$ is too steep to have a finite integral down to zero.

## A boundary rate makes the integral finite

If $a \ge 0$ and $b > 0$, the denominator is at least $b$, so for $x > 0$

$$0 \le \frac{h(x)}{ax^4+b} \le \frac{x^2}{b}.$$

The right-hand side is continuous on $[0,X]$ and therefore integrable. This is `integrable_of_boundary`, where `Integrable.mono'` carries out the domination.

A larger boundary rate $b' > b$ enlarges the denominator at every $x$ and so cannot raise the integral: $I(b') \le I(b)$. The lemma `conductivity_anti` proves this for $a > 0$ and $b \ge 0$, on the condition that the integrand at $b$ is integrable. Allowing $b = 0$ under that condition is what the last step of the proof needs.

## How fast the conductivity grows

Let $\delta > 0$ be the reduced frequency at which the two rates are equal, so that $b = a\delta^4$.

**From below.** Suppose $\delta \le X$ and keep only the phonons with $0 < x < \delta$. There the total rate is at most $2a\delta^4$, and $h(x) \ge x^2e^{-x} \ge x^2e^{-\delta}$. Therefore

$$I(a\delta^4) \ge \frac{e^{-\delta}}{2a\delta^4}\int_0^\delta x^2\,dx = \frac{e^{-\delta}}{2a\delta^4}\cdot\frac{\delta^3}{3} = \frac{e^{-\delta}}{6a\delta}.$$

The `calc` chain in `le_conductivity` runs in the opposite direction, from the bound up to the conductivity: it evaluates the elementary integral, compares the integrands on $(0,\delta)$, and enlarges the interval to $(0,X)$.

**From above.** Since $(x+\delta)^2 \le 2x^2 + 2\delta^2$ and $2x^2\delta^2 \le x^4 + \delta^4$,

$$x^2(x+\delta)^2 \le 2x^4 + 2x^2\delta^2 \le 3x^4 + \delta^4 \le 3(x^4+\delta^4).$$

With $h(x) \le x^2$ this bounds the integrand by $3/(a(x+\delta)^2)$, which has an elementary antiderivative:

$$I(a\delta^4) \le \frac{3}{a}\left(\frac{1}{\delta} - \frac{1}{X+\delta}\right) \le \frac{3}{a\delta}.$$

In `conductivity_le` the polynomial inequality is `key`. There `nlinarith` is given three squares, which add up to the difference of the two sides with weights $2$, $\tfrac32$ and $\tfrac32$. The antiderivative is supplied in `hF`, and the fundamental theorem of calculus does the rest. This bound holds for every $X > 0$, including $X < \delta$.

Substituting $\delta = (b/a)^{1/4}$ turns the two bounds into

$$\frac{e^{-\delta}}{6\,a^{3/4}b^{1/4}} \le I(b) \le \frac{3}{a^{3/4}b^{1/4}},$$

where the left inequality is proved for $\delta \le X$. As $b$ falls to zero, $I(b)$ therefore grows as $b^{-1/4}$ up to a bounded factor. With $b$ proportional to $1/L$, the conductivity of this two-rate model grows as $L^{1/4}$ in large samples, again up to a bounded factor.

## From the lower bound to the divergence

To show that $I(b)$ tends to infinity, take any real $K$ and set

$$\delta = \min\left(X,\ \frac{e^{-X}}{6a(|K|+1)}\right).$$

Then $\delta \le X$ gives $e^{-\delta} \ge e^{-X}$, and the second entry of the minimum gives $e^{-X}/(6a\delta) \ge |K|+1$. So $I(a\delta^4) \ge e^{-\delta}/(6a\delta) \ge K$. By monotonicity, $I(b) \ge K$ for every $b$ with $0 < b < a\delta^4$. In `rayleigh_divergence` this argument is `hlim`, and `filter_upwards` selects that range of $b$.

Non-integrability at $b = 0$ follows by contradiction. If the pure Rayleigh integrand were integrable, `conductivity_anti` would give $I(b) \le I(0) < \infty$ for every $b > 0$. But `hlim` provides some $b > 0$ with $I(b) > I(0)$.

## The boundary rate in a numerical calculation

In a code that evaluates this two-rate integral, the boundary term has to enter the total rate before the rate is inverted:

```
rate = a * x**4 + v / L
kappa_sum += weight(x) * dx / rate
```

Without `v / L`, the lowest grid point acts as a hidden cutoff. If the grid starts at $x = \varepsilon$, the Rayleigh-only integral grows as $1/(a\varepsilon)$ when $\varepsilon$ is reduced, so the output depends on the choice of grid and has no converged value.

With the boundary term, the integral converges, but the grid must resolve frequencies around $\delta = (b/a)^{1/4}$, where much of the heat is carried when $\delta$ is small. At small $x$ it is also better to compute $e^x - 1$ with a function such as `expm1`, which avoids the loss of digits in the subtraction.

The two bounds give a quick check of the result. For $a = 1$, $b = 10^{-4}$ and any $X \ge 0.1$, the crossover is at $\delta = 0.1$, and the integral must lie between about $1.5$ and $30$.
